# Equilibrium shape and nucleation barrier of a cuboid crystal on an incompletely wetted substrate

A supersaturated vapour deposits small crystals on a flat substrate. Each crystal gains free energy in proportion to its volume and pays for its surfaces, so small crystals tend to evaporate and large ones to grow. Adhesion lowers the cost of the face in contact with the substrate. What shape should the crystal then take, and how high is the barrier that it must cross?

Let the crystal be a cuboid with base edges $a,b$ and height $c$. All its free facets cost $g$ per area. The base replaces bare substrate, of energy $\gamma_s$ per area, by an interface of energy $\gamma_i$. With the adhesion energy $w=g+\gamma_s-\gamma_i$, the base costs $\gamma_i-\gamma_s=g-w$ per area. Adding the top and the four sides gives the surface energy

$$E=2gc(a+b)+(2g-w)ab.$$

If $d$ is the free energy gained per volume of crystal, the formation energy is $F=E-d\,abc$. The ratio $s=1-w/(2g)$ will turn out to be the height of the best crystal divided by its base edge.

```lean
import Mathlib

open Set

namespace SupportedCrystalNucleus

noncomputable section

/-- Surface energy of an `a` by `b` by `c` cuboid resting on its `a` by `b` face, with
facet energy `g` and adhesion energy `w` per area. -/
def surfaceEnergy (g w a b c : ℝ) : ℝ := 2 * g * c * (a + b) + (2 * g - w) * (a * b)

/-- The ratio `1 - w / (2 g)` formed from adhesion and facet energy, for `g ≠ 0`. -/
def aspect (g w : ℝ) : ℝ := 1 - w / (2 * g)

/-- Formation energy of the cuboid: surface energy minus the driving force `d` times
the volume. -/
def formationEnergy (g w d a b c : ℝ) : ℝ := surfaceEnergy g w a b c - d * (a * b * c)
```

In Lean, `surfaceEnergy` is $E$, `aspect` is $s$ and `formationEnergy` is $F$. All quantities are real numbers, so the crystal is a continuum body whose edges need not be multiples of a lattice spacing. The energies $g$ and $w$ don't depend on size, and edge energies, strain and entropy of placement are left out.

## Incomplete wetting: $w<2g$

At $w=2g$ we have $\gamma_s=g+\gamma_i$: covering the substrate with a flat film costs nothing. The condition $w<2g$ says that such a film does cost energy. By hand, it gives $w/(2g)<1$ and hence $s>0$, which is what `aspect_pos` proves.

```lean
/-- The ratio `1 - w / (2 g)` is positive when `g > 0` and `w < 2 g`. -/
theorem aspect_pos {g w : ℝ} (hg : 0 < g) (hw : w < 2 * g) : 0 < aspect g w := by
  have h : w / (2 * g) < 1 := by
    rw [div_lt_one (by positivity)]
    exact hw
  unfold aspect
  linarith
```

The theorems on shape and barrier below use this lemma, directly or through one another, because the weighted base area $s\,ab$ has to be positive in them. At $w=2g$ the minimum disappears. Take $a=b=L$ and $c=V/L^2$ at fixed volume $V$; then $E=4gV/L$, which is positive but tends to zero as $L$ grows. The crystal spreads without limit, so even $w\le 2g$ would be too weak a condition.

No lower bound on $w$ is assumed. Ordinary adhesion has $w\ge 0$ and $s\le 1$; a negative $w$ would give a crystal taller than it is wide.

## A positive facet energy: $g>0$

Creating a free facet must cost energy. By hand, $g\ne0$ allows the factor $2g$ to be taken out:

$$E=2g\,(ca+cb+s\,ab).$$

```lean
/-- For `g ≠ 0` the surface energy is `2 g` times a sum of three face areas, the
base area being weighted by `1 - w / (2 g)`. -/
theorem surfaceEnergy_eq {g : ℝ} (hg : g ≠ 0) (w a b c : ℝ) :
    surfaceEnergy g w a b c = 2 * g * (c * a + c * b + aspect g w * (a * b)) := by
  have h : 2 * g * (w / (2 * g)) = w := by field_simp
  unfold surfaceEnergy aspect
  linear_combination (a * b) * h
```

The sign of $g$ matters in the next step, where an inequality is multiplied by $8g^3$. If $g=0$ and $w=-1$, then $E=ab=V/c$ at fixed volume, and ever taller needles bring it as close to zero as one likes. There is again no minimum, so $g\ge0$ does not suffice.

## Positive edges

Real crystals have positive edge lengths, but real variables have to be told so. The derivation uses this in the inequality between arithmetic and geometric means. For positive $x,y,z$,

$$(x+y+z)^3-27xyz=\tfrac{x+y+z}{2}\left[(x-y)^2+(y-z)^2+(z-x)^2\right]+3\left[x(y-z)^2+y(z-x)^2+z(x-y)^2\right].$$

Both terms on the right are non-negative, and if they sum to zero, the first forces $x=y=z$. The lemma `amgm_three` checks the identity with `ring`, the signs with `positivity`, and then extracts the equality case.

```lean
/-- For three positive numbers, the cube of the sum is at least 27 times the product,
and equality forces the numbers to be equal. -/
theorem amgm_three {x y z : ℝ} (hx : 0 < x) (hy : 0 < y) (hz : 0 < z) :
    27 * (x * y * z) ≤ (x + y + z) ^ 3 ∧
      ((x + y + z) ^ 3 = 27 * (x * y * z) → x = y ∧ y = z) := by
  -- the gap is a sum of squares with positive weights
  have gap : (x + y + z) ^ 3 - 27 * (x * y * z) =
      (x + y + z) / 2 * ((x - y) ^ 2 + (y - z) ^ 2 + (z - x) ^ 2) +
      3 * (x * (y - z) ^ 2 + y * (z - x) ^ 2 + z * (x - y) ^ 2) := by ring
  have h1 : 0 ≤ (x + y + z) / 2 * ((x - y) ^ 2 + (y - z) ^ 2 + (z - x) ^ 2) := by
    positivity
  have h2 : 0 ≤ 3 * (x * (y - z) ^ 2 + y * (z - x) ^ 2 + z * (x - y) ^ 2) := by
    positivity
  refine ⟨by linarith, fun h => ?_⟩
  have h3 : (x + y + z) / 2 * ((x - y) ^ 2 + (y - z) ^ 2 + (z - x) ^ 2) = 0 := by
    linarith
  have hp : 0 < (x + y + z) / 2 := by positivity
  have h4 := (mul_eq_zero.mp h3).resolve_left hp.ne'
  have h5 : (x - y) ^ 2 = 0 := by
    linarith [sq_nonneg (x - y), sq_nonneg (y - z), sq_nonneg (z - x)]
  have h6 : (y - z) ^ 2 = 0 := by
    linarith [sq_nonneg (x - y), sq_nonneg (y - z), sq_nonneg (z - x)]
  exact ⟨sub_eq_zero.mp (pow_eq_zero_iff two_ne_zero |>.mp h5),
    sub_eq_zero.mp (pow_eq_zero_iff two_ne_zero |>.mp h6)⟩
```

Now put $x=ca$, $y=cb$, $z=s\,ab$, whose product is $s(abc)^2$. Multiplying by $8g^3$ gives

$$E^3\ \ge\ 216\,g^3 s\,(abc)^2.$$

Equality requires $ca=cb$ and $cb=s\,ab$, that is $a=b$ and $c=sa$. Conversely, these values make all three terms equal.

```lean
/-- Isoperimetric inequality for supported cuboids with `g > 0`, `w < 2 g` and positive
edges: the volume bounds the surface energy from below, with equality exactly for a square
base and height `1 - w / (2 g)` times the base edge. -/
theorem isoperimetric {g w a b c : ℝ} (hg : 0 < g) (hw : w < 2 * g)
    (ha : 0 < a) (hb : 0 < b) (hc : 0 < c) :
    216 * g ^ 3 * aspect g w * (a * b * c) ^ 2 ≤ surfaceEnergy g w a b c ^ 3 ∧
      (surfaceEnergy g w a b c ^ 3 = 216 * g ^ 3 * aspect g w * (a * b * c) ^ 2 ↔
        a = b ∧ c = aspect g w * a) := by
  have hs := aspect_pos hg hw
  obtain ⟨h1, h2⟩ := amgm_three (mul_pos hc ha) (mul_pos hc hb)
    (mul_pos hs (mul_pos ha hb))
  rw [surfaceEnergy_eq hg.ne']
  have gap : (2 * g * (c * a + c * b + aspect g w * (a * b))) ^ 3 -
      216 * g ^ 3 * aspect g w * (a * b * c) ^ 2 =
      8 * g ^ 3 * ((c * a + c * b + aspect g w * (a * b)) ^ 3 -
        27 * (c * a * (c * b) * (aspect g w * (a * b)))) := by ring
  have hg3 : 0 < 8 * g ^ 3 := by positivity
  refine ⟨?_, fun h => ?_, ?_⟩
  · have := mul_nonneg hg3.le (sub_nonneg.mpr h1)
    linarith
  · have h0 := gap.symm.trans (sub_eq_zero.mpr h)
    have h3 := (mul_eq_zero.mp h0).resolve_left hg3.ne'
    obtain ⟨p, q⟩ := h2 (sub_eq_zero.mp h3)
    exact ⟨mul_left_cancel₀ hc.ne' p,
      mul_right_cancel₀ hb.ne' (by linear_combination q)⟩
  · rintro ⟨hab, hca⟩
    rw [hca, ← hab]
    ring
```

In `isoperimetric`, the identity `gap` carries the factor $8g^3$, and the two cancellation steps divide by $c$ and by $b$.

If negative edges were admitted, $a=b=-L$ and $c=V/L^2$ would have the positive volume $V$ and $E=-4gV/L+(2g-w)L^2$, which falls without bound as $L\to0$.

## A fixed positive volume

Holding the volume fixed means asking for the best shape of a given amount of material. Without this constraint, shrinking the crystal would always lower $E$.

Compare a cuboid $a,b,c$ with the candidate $l,l,sl$ of the same volume. The candidate attains equality in the bound, so its $E^3$ is the smallest possible; both energies are positive, so its $E$ is smallest too. If another cuboid ties with it, then $a=b$ and $c=sa$, and equal volumes give

$$s(a-l)(a^2+al+l^2)=0.$$

The first and last factors are positive, hence $a=l$.

```lean
/-- Let `g > 0`, `w < 2 g`. Among cuboids with positive edges and the volume of the one with
square base of edge `l > 0` and height `(1 - w / (2 g)) l`, that one alone has the least
surface energy. -/
theorem minimal_at_fixed_volume {g w l a b c : ℝ} (hg : 0 < g) (hw : w < 2 * g)
    (hl : 0 < l) (ha : 0 < a) (hb : 0 < b) (hc : 0 < c)
    (hV : a * b * c = l * l * (aspect g w * l)) :
    surfaceEnergy g w l l (aspect g w * l) ≤ surfaceEnergy g w a b c ∧
      (surfaceEnergy g w a b c = surfaceEnergy g w l l (aspect g w * l) ↔
        a = l ∧ b = l ∧ c = aspect g w * l) := by
  have hs := aspect_pos hg hw
  have h0 := (isoperimetric hg hw hl hl (mul_pos hs hl)).2.mpr ⟨rfl, rfl⟩
  obtain ⟨h1, h2⟩ := isoperimetric hg hw ha hb hc
  have hE : 0 ≤ surfaceEnergy g w a b c := by
    rw [surfaceEnergy_eq hg.ne']
    positivity
  rw [hV, ← h0] at h1 h2
  refine ⟨?_, fun h => ?_, ?_⟩
  · by_contra hlt
    have hlt' := lt_of_not_ge hlt
    have : surfaceEnergy g w a b c ^ 3 <
        surfaceEnergy g w l l (aspect g w * l) ^ 3 := by gcongr
    linarith
  · obtain ⟨hab, hca⟩ := h2.mp (by rw [h])
    -- equal shape and equal volume give equal size
    have h3 : aspect g w * ((a - l) * (a ^ 2 + a * l + l ^ 2)) = 0 := by
      rw [← hab, hca] at hV
      linear_combination hV
    have h4 := (mul_eq_zero.mp h3).resolve_left hs.ne'
    have hq : 0 < a ^ 2 + a * l + l ^ 2 := by positivity
    have hal : a = l := sub_eq_zero.mp ((mul_eq_zero.mp h4).resolve_right hq.ne')
    exact ⟨hal, hab.symm.trans hal, by rw [hca, hal]⟩
  · rintro ⟨h3, h4, h5⟩
    rw [h3, h4, h5]
```

The proof takes the same route: `gcongr` turns a strict inequality between energies into one between cubes, and `h3` is the factorised volume equation.

It remains to find $l$ for a given $V>0$. From $V=sl^3$ we get $l=(V/s)^{1/3}$, which Lean builds as a real power.

```lean
/-- Equilibrium shape: for `g > 0`, `w < 2 g` and any volume `V > 0` there is exactly one
cuboid of least surface energy, and it has `a = b` and `c / a = 1 - w / (2 g)`. -/
theorem equilibrium_shape {g w V : ℝ} (hg : 0 < g) (hw : w < 2 * g) (hV : 0 < V) :
    ∃ a b c : ℝ, 0 < a ∧ 0 < b ∧ 0 < c ∧ a * b * c = V ∧
      a = b ∧ c / a = 1 - w / (2 * g) ∧
      ∀ a' b' c' : ℝ, 0 < a' → 0 < b' → 0 < c' → a' * b' * c' = V →
        surfaceEnergy g w a b c ≤ surfaceEnergy g w a' b' c' ∧
        (surfaceEnergy g w a' b' c' = surfaceEnergy g w a b c ↔
          a' = a ∧ b' = b ∧ c' = c) := by
  have hs := aspect_pos hg hw
  have hq : 0 < V / aspect g w := div_pos hV hs
  -- the base edge is a cube root
  obtain ⟨l, hl, hl3⟩ : ∃ l : ℝ, 0 < l ∧ l ^ 3 = V / aspect g w := by
    refine ⟨(V / aspect g w) ^ ((1 : ℝ) / 3), Real.rpow_pos_of_pos hq _, ?_⟩
    rw [← Real.rpow_natCast, ← Real.rpow_mul hq.le]
    norm_num
  have hvol : l * l * (aspect g w * l) = V := by
    have := (eq_div_iff hs.ne').mp hl3
    linear_combination this
  refine ⟨l, l, aspect g w * l, hl, hl, mul_pos hs hl, hvol, rfl,
    mul_div_cancel_right₀ _ hl.ne', fun a' b' c' ha hb hc h => ?_⟩
  exact minimal_at_fixed_volume hg hw hl ha hb hc (h.trans hvol.symm)
```

Read in words, `equilibrium_shape` says that for every $V>0$ some cuboid of that volume has $a=b$ and $c/a=1-w/(2g)$, that no cuboid of the same volume has less surface energy, and that only the same three edges give equal energy. The competitors are cuboids standing on the substrate; other shapes are not compared. For $V\le0$ no cuboid with positive edges exists at all.

## A positive driving force: $d>0$

Supersaturation means that the crystal is the more stable phase, so each unit of volume gains $d>0$. Along the equilibrium shapes, the three terms in $E$ are equal and

$$F(l)=6gs\,l^2-ds\,l^3.$$

Its derivative $3sl(4g-dl)$ vanishes at $l=4g/d$, where $F=(96-64)\,g^3s/d^2=32g^3s/d^2$. That this is the highest value for all $l>0$ follows from

$$\frac{32g^3s}{d^2}-F(l)=\frac{s\,(dl-4g)^2(dl+2g)}{d^2}\ \ge 0,$$

with equality only at $l=4g/d$.

```lean
/-- Nucleation barrier: for `g > 0`, `w < 2 g`, `d > 0`, the formation energy along the
equilibrium shapes of base edge `l > 0` is at most `32 g³ (1 - w / (2 g)) / d²`, a value
reached exactly at `l = 4 g / d`. -/
theorem nucleation_barrier {g w d l : ℝ} (hg : 0 < g) (hw : w < 2 * g) (hd : 0 < d)
    (hl : 0 < l) :
    formationEnergy g w d l l (aspect g w * l) ≤ 32 * g ^ 3 * aspect g w / d ^ 2 ∧
      (formationEnergy g w d l l (aspect g w * l) = 32 * g ^ 3 * aspect g w / d ^ 2 ↔
        l = 4 * g / d) := by
  have hs := aspect_pos hg hw
  -- the distance to the peak has a double zero at the critical size
  have gap : 32 * g ^ 3 * aspect g w / d ^ 2 -
      formationEnergy g w d l l (aspect g w * l) =
      aspect g w * (d * l - 4 * g) ^ 2 * (d * l + 2 * g) / d ^ 2 := by
    unfold formationEnergy
    rw [surfaceEnergy_eq hg.ne']
    field_simp
    ring
  refine ⟨?_, fun h => ?_, fun h => ?_⟩
  · have : 0 ≤ aspect g w * (d * l - 4 * g) ^ 2 * (d * l + 2 * g) / d ^ 2 := by
      positivity
    linarith
  · by_contra hne
    have hne' : d * l - 4 * g ≠ 0 := fun h' =>
      hne ((eq_div_iff hd.ne').mpr (by linarith))
    have hsq : 0 < (d * l - 4 * g) ^ 2 :=
      lt_of_le_of_ne (sq_nonneg _) (pow_ne_zero 2 hne').symm
    have : 0 < aspect g w * (d * l - 4 * g) ^ 2 * (d * l + 2 * g) / d ^ 2 :=
      div_pos (mul_pos (mul_pos hs hsq) (by positivity)) (by positivity)
    linarith
  · have hz : d * l - 4 * g = 0 := by
      have := (eq_div_iff hd.ne').mp h
      linarith
    rw [hz] at gap
    have h0 : aspect g w * (0 : ℝ) ^ 2 * (d * l + 2 * g) / d ^ 2 = 0 := by ring
    linarith
```

The proof of `nucleation_barrier` needs no derivative: `gap` is this factorisation, and the rest reads off its sign and its zero. At $d=0$ the formation energy is $6gs\,l^2$, which grows for ever, so $d\ge0$ would not guarantee a peak.

For $w=0$ the best crystal is a cube and the barrier is $32g^3/d^2$; adhesion multiplies it by $s$. In a simulation study, facet and adhesion energies from electronic-structure calculations, together with a value of $d$ for the given supersaturation, could be inserted here for a first estimate of the barrier, within this continuum model of a single cuboid whose free facets all have the same, size-independent energy per area.

## Continuous growth through the critical volume

A growing crystal need not keep its equilibrium shape, and a detour through other cuboids might conceivably avoid the peak. Let the edges $a(t),b(t),c(t)$ be positive and continuous for $0\le t\le1$, with the volume starting at or below the critical value $V^*=s(4g/d)^3$ and ending at or above it. By the intermediate value theorem, the volume equals $V^*$ at some $t$. There the surface energy is at least that of the equilibrium shape, while the volume term $dV^*$ is the same. Hence $F\ge 32g^3s/d^2$ at that moment.

```lean
/-- Let `g > 0`, `w < 2 g`, `d > 0`. A continuous path of cuboids with positive edges, from at
most to at least the volume `(1 - w / (2 g)) (4 g / d)³`, somewhere has formation energy at
least `32 g³ (1 - w / (2 g)) / d²`. -/
theorem growth_path_crosses_barrier {g w d : ℝ} (hg : 0 < g) (hw : w < 2 * g)
    (hd : 0 < d) {a b c : ℝ → ℝ} (ha : ContinuousOn a (Icc 0 1))
    (hb : ContinuousOn b (Icc 0 1)) (hc : ContinuousOn c (Icc 0 1))
    (hpos : ∀ t ∈ Icc (0 : ℝ) 1, 0 < a t ∧ 0 < b t ∧ 0 < c t)
    (h0 : a 0 * b 0 * c 0 ≤ aspect g w * (4 * g / d) ^ 3)
    (h1 : aspect g w * (4 * g / d) ^ 3 ≤ a 1 * b 1 * c 1) :
    ∃ t ∈ Icc (0 : ℝ) 1,
      32 * g ^ 3 * aspect g w / d ^ 2 ≤ formationEnergy g w d (a t) (b t) (c t) := by
  have hcont : ContinuousOn (fun t => a t * b t * c t) (Icc 0 1) := (ha.mul hb).mul hc
  -- at some moment the volume is exactly critical
  obtain ⟨t, ht, hv⟩ := intermediate_value_Icc (by norm_num : (0 : ℝ) ≤ 1) hcont ⟨h0, h1⟩
  have hv' : a t * b t * c t = 4 * g / d * (4 * g / d) * (aspect g w * (4 * g / d)) :=
    hv.trans (by ring)
  have hl : 0 < 4 * g / d := by positivity
  obtain ⟨hat, hbt, hct⟩ := hpos t ht
  have hmin := (minimal_at_fixed_volume hg hw hl hat hbt hct hv').1
  have hpeak := (nucleation_barrier hg hw hd hl).2.mpr rfl
  refine ⟨t, ht, ?_⟩
  unfold formationEnergy at hpeak ⊢
  rw [hv']
  linarith

end

end SupportedCrystalNucleus
```

In `growth_path_crosses_barrier`, `Icc 0 1` is the closed interval of $t$, `h0` and `h1` are the conditions on the initial and final volumes, `hmin` is the comparison at fixed volume and `hpeak` is the height of the peak. Since the path along the equilibrium shapes never exceeds this height, no continuous path of cuboids across $V^*$ has a lower maximum.

Continuity excludes jumps over the critical volume. An equilibrium shape whose edge jumps from $2g/d$ to $8g/d$ has formation energy $16g^3s/d^2$ before and $-128g^3s/d^2$ after, both below the barrier. The condition on the final volume matters as well: a crystal that stays at $l=2g/d$ never meets the barrier. The theorem concerns energies along a path and gives no nucleation rate.

```lean
#print axioms SupportedCrystalNucleus.equilibrium_shape
#print axioms SupportedCrystalNucleus.nucleation_barrier
#print axioms SupportedCrystalNucleus.growth_path_crosses_barrier
```

```
'SupportedCrystalNucleus.equilibrium_shape' depends on axioms: [propext, Classical.choice, Quot.sound]
'SupportedCrystalNucleus.nucleation_barrier' depends on axioms: [propext, Classical.choice, Quot.sound]
'SupportedCrystalNucleus.growth_path_crosses_barrier' depends on axioms: [propext, Classical.choice, Quot.sound]
```
